# A real symmetric positive definite matrix has an orthonormal eigenbasis with positive eigenvalues

The lemma `spectral` concerns a real symmetric positive definite matrix `M` with a finite index set; symmetry is part of Mathlib's definition `PosDef`. The overlap matrix of finitely many linearly independent real orbitals is an example. The lemma states that there are a real matrix `U` with `U * Uᵀ = 1` and strictly positive numbers `d i` such that `M = U * diagonal d * Uᵀ`. In physical terms, an orthogonal change of basis splits `M` into independent modes, each with a positive eigenvalue. The proof takes `U` to be Mathlib's matrix of eigenvectors and `d` the eigenvalues, and shows `M * U = U * diagonal d` entry by entry from the eigenvector equation. Multiplying on the right by `Uᵀ` then gives the result.

An attempt in Lean 4 with a fault in it:

```lean
import Mathlib

open Matrix

namespace KleinLuttingerWard

noncomputable section

variable {n : Type*} [Fintype n] [DecidableEq n]

private lemma spectral {M : Matrix n n ℝ} (hM : M.PosDef) :
    ∃ (U : Matrix n n ℝ) (d : n → ℝ), (∀ i, 0 < d i) ∧ U * Uᵀ = 1 ∧
      M = U * diagonal d * Uᵀ := by
  have hH := hM.isHermitian
  have hU := mem_unitaryGroup_iff.1 hH.eigenvectorUnitary.2
  rw [star_eq_conjTranspose, conjTranspose_eq_transpose_of_trivial] at hU
  refine ⟨hH.eigenvectorUnitary, hH.eigenvalues, hM.eigenvalues_pos, hU, ?_⟩
  have h : M * (hH.eigenvectorUnitary : Matrix n n ℝ)
      = (hH.eigenvectorUnitary : Matrix n n ℝ) * diagonal hH.eigenvalues := by
    ext i j
    have h := congrFun (hH.mulVec_eigenvectorBasis j) i
    simp only [mul_diagonal, mul_apply, IsHermitian.eigenvectorUnitary_apply]
    simpa [mulVec, dotProduct, mul_comm] using h
  rw [← h, mul_assoc, hU, mul_one]

end

end KleinLuttingerWard
```

Lean reports:

```
Main.lean:23:4: error: Type mismatch: After simplification, term
  h
 has type
  ∑ x, M i x * (hH.eigenvectorBasis j).ofLp x = hH.eigenvalues j * (hH.eigenvectorBasis j).ofLp i
but is expected to have type
  ∑ j_1, M i j_1 * (hH.eigenvectorBasis j).ofLp j_1 = ∑ x, diagonal hH.eigenvalues x j * (hH.eigenvectorBasis x).ofLp i
Main.lean:22:15: warning: This simp argument is unused:
  mul_diagonal

Hint: Omit it from the simp argument list.
  [apply] simp only [mul_apply, IsHermitian.eigenvectorUnitary_apply]

Note: This linter can be disabled with `set_option linter.unusedSimpArgs false`
```

This version goes through:

```diff
@@ -20,5 +20,6 @@
     ext i j
     have h := congrFun (hH.mulVec_eigenvectorBasis j) i
-    simp only [mul_diagonal, mul_apply, IsHermitian.eigenvectorUnitary_apply]
+    rw [mul_diagonal, mul_apply]
+    simp only [IsHermitian.eigenvectorUnitary_apply]
     simpa [mulVec, dotProduct, mul_comm] using h
   rw [← h, mul_assoc, hU, mul_one]
```

What went wrong. The error says that the eigenvector equation `h` does not match the goal. The left sides agree, but on the right `h` has a single product, eigenvalue times eigenvector component, where the goal still has a sum over `x` containing `diagonal hH.eigenvalues x j`.

That sum comes from `mul_apply`, which writes an entry of any matrix product as a sum. The lemma `mul_diagonal` would have given the entry of `U * diagonal d` directly as `U i j * d j`. Both lemmas fit that entry, and in the shared `simp only` call `mul_apply` was the one used; the warning confirms that `mul_diagonal` never was. Once the product had been expanded, `mul_diagonal` no longer applied, and the final `simpa` did not collapse the sum.

The repair fixes the order. `rw [mul_diagonal, mul_apply]` first turns the right side into a single product, then expands only the remaining matrix product, `M * U`, on the left. `IsHermitian.eigenvectorUnitary_apply` stays in a `simp only` of its own, to turn the entries of `U` into eigenvector components. The unchanged `simpa` can then match `h`, with `mul_comm` taking care of the order of the factors.
